# Abelian symmetry of order h allows at least n⁴/h of the n⁴ two-electron integrals over n orbitals

Orbital symmetry is modelled here as a map f from a finite set ι of n orbitals to an additive abelian group G of order h. For the point group D2h, G consists of the eight irreducible representations, with the direct product written as addition. For a finite k-point mesh closed under addition, G consists of the crystal momenta modulo reciprocal lattice vectors. No condition is placed on f: some labels may be crowded and others empty.

```lean
import Mathlib

open Finset

namespace SymmetryStorageBound

variable {ι G : Type*} [Fintype ι] [AddCommGroup G] [Fintype G] [DecidableEq G]
```

## One orbital set for all four indices

An amplitude is an ordered quadruple (p,q,r,s), and it is allowed when

f(p) + f(q) = f(r) + f(s).

This is the selection rule for a symmetry-invariant four-index tensor in which the orbitals p and q enter complex-conjugated and r and s do not, such as the two-electron integrals ⟨pq|rs⟩, with p and r belonging to the first electron and q and s to the second. The number of allowed quadruples is N, in Lean `(allowed f).card`. It counts positions in an array, not independent or numerically nonzero values, so savings from permutational symmetry are not included.

```lean
/-- The symmetry-allowed amplitudes: quadruples `(p, q, r, s)` of orbitals whose labels
satisfy `f p + f q = f r + f s`. -/
def allowed (f : ι → G) : Finset (ι × ι × ι × ι) :=
  univ.filter fun x => f x.1 + f x.2.1 = f x.2.2.1 + f x.2.2.2
```

All four indices run over the same orbitals with the same labels. The hand derivation uses this when it treats the pairs (p,r) and (s,q) by a single count; in Lean, `allowed` and `transfer` each take a single map `f`.

Without this hypothesis the bound can fail. Take doubles amplitudes with separate occupied and virtual indices, one occupied orbital of label 0, one virtual orbital of label 1, and G = ℤ/3. The only candidate would need 1 + 1 = 0 + 0, which is false modulo 3, so nothing is stored, although one third of one amplitude is positive.

Two counts describe the labelling. The population m(g) is the number of orbitals with label g. The transfer count c(d) is the number of ordered orbital pairs whose first label minus second label is d.

```lean
/-- The population of a label: the number of orbitals that carry it. -/
def population (f : ι → G) (g : G) : ℕ := (univ.filter fun p => f p = g).card

/-- The number of ordered orbital pairs whose first label minus second label is `d`. -/
def transfer (f : ι → G) (d : G) : ℕ :=
  (univ.filter fun x : ι × ι => f x.1 - f x.2 = d).card
```

## Labels that add, subtract and commute

The abelian group structure says that symmetry labels combine into a single label, in either order, and that each has an inverse. This suits one-dimensional representations. In a non-abelian point group, a product of degenerate representations generally splits into several, and the model does not apply to the full group.

By hand, the structure is used to rewrite the selection rule as

f(p) − f(r) = f(s) − f(q).

If both sides equal d, there are c(d) choices for (p,r) and, independently, c(d) for (s,q). Summing over d gives

N = Σ_d c(d)².

In Lean, `card_allowed` first splits the allowed quadruples by the value of f(p) − f(r). It then matches each class with a product of two sets of pairs, giving the regrouping and its inverse explicitly to `Finset.card_nbij'`. The rewriting of the selection rule is `sub_eq_sub_iff_add_eq_add`.

```lean
/-- The number of allowed amplitudes is the sum over label transfers `d` of the squared
number of orbital pairs with that transfer. -/
theorem card_allowed (f : ι → G) : (allowed f).card = ∑ d, transfer f d ^ 2 := by
  rw [Finset.card_eq_sum_card_fiberwise (s := allowed f)
    (f := fun x => f x.1 - f x.2.2.1) (t := Finset.univ) (fun _ _ => by simp)]
  refine Finset.sum_congr rfl fun d _ => ?_
  rw [sq, transfer, ← Finset.card_product]
  -- regroup (p, q, r, s) as the two pairs (p, r) and (s, q)
  refine Finset.card_nbij' (fun x => ((x.1, x.2.2.1), (x.2.2.2, x.2.1)))
    (fun y => (y.1.1, y.2.2, y.1.2, y.2.1)) ?_ ?_ ?_ ?_
  · intro x hx
    simp only [allowed, Finset.mem_coe, Finset.mem_filter, Finset.mem_univ, true_and,
      Finset.mem_product] at hx ⊢
    obtain ⟨h1, h2⟩ := hx
    refine ⟨h2, ?_⟩
    rw [← h2, sub_eq_sub_iff_add_eq_add, h1, add_comm]
  · intro y hy
    simp only [allowed, Finset.mem_coe, Finset.mem_filter, Finset.mem_univ, true_and,
      Finset.mem_product] at hy ⊢
    obtain ⟨h1, h2⟩ := hy
    refine ⟨?_, h1⟩
    have h3 := h1.trans h2.symm
    rw [sub_eq_sub_iff_add_eq_add] at h3
    rw [h3, add_comm]
  · intro x _
    rfl
  · intro y _
    rfl
```

Each of the n² ordered pairs has exactly one label difference, so

Σ_d c(d) = n².

```lean
/-- Every ordered orbital pair has exactly one label transfer, so the transfer counts add up
to the square of the number of orbitals. -/
theorem sum_transfer (f : ι → G) : ∑ d, transfer f d = Fintype.card ι ^ 2 := by
  have h := Finset.card_eq_sum_card_fiberwise (s := (Finset.univ : Finset (ι × ι)))
    (f := fun x => f x.1 - f x.2) (t := Finset.univ) (fun _ _ => by simp)
  rw [Finset.card_univ, Fintype.card_prod] at h
  rw [sq, h]
  rfl
```

Subtraction also ties c to the populations. If the second orbital of a pair has label g, the first must have label g + d, and therefore

c(d) = Σ_g m(g+d) m(g).

The lemma `transfer_eq` obtains this autocorrelation by sorting pairs according to the label of their second member.

```lean
/-- The transfer count is the autocorrelation of the label populations. -/
theorem transfer_eq (f : ι → G) (d : G) :
    transfer f d = ∑ g, population f (g + d) * population f g := by
  rw [transfer, Finset.card_eq_sum_card_fiberwise
    (f := fun x : ι × ι => f x.2) (t := Finset.univ) (fun _ _ => by simp)]
  refine Finset.sum_congr rfl fun g _ => ?_
  rw [population, population, ← Finset.card_product]
  congr 1
  ext x
  simp only [Finset.mem_filter, Finset.mem_univ, true_and, Finset.mem_product]
  constructor
  · rintro ⟨h1, h2⟩
    exact ⟨by rw [← h1, ← h2]; abel, h2⟩
  · rintro ⟨h1, h2⟩
    exact ⟨by rw [h1, h2]; abel, h2⟩
```

Without inverses, equal populations need not give equality. Let two labels combine by 0+0 = 0 and 0+1 = 1+0 = 1+1 = 1, with one orbital each. One ordered pair has sum 0 and three have sum 1, so N = 1 + 9 = 10, and hN = 20 instead of n⁴ = 16.

## A finite group, counted in full

The order h counts every label in G, including those that no orbital carries. It enters by hand when the deviation of c(d) from its mean n²/h is squared and summed. Multiplying through by h avoids fractions:

Σ_d (h c(d) − n²)²
= h² Σ_d c(d)² − 2h n² Σ_d c(d) + h n⁴
= h²N − 2h n⁴ + h n⁴
= h (hN − n⁴).

The left side is not negative and h is positive, so n⁴ ≤ hN. `storage_excess` is this identity, stated over the integers so that the differences may be negative. Its `calc` block expands the square and then inserts the two sums found above.

```lean
/-- The excess of `h N` over `n ^ 4`, multiplied by `h`, is the sum over `d` of the squares of `h *
transfer f d - n ^ 2`. -/
theorem storage_excess (f : ι → G) :
    ∑ d, ((Fintype.card G : ℤ) * transfer f d - (Fintype.card ι : ℤ) ^ 2) ^ 2 =
      Fintype.card G * (Fintype.card G * (allowed f).card - (Fintype.card ι : ℤ) ^ 4) := by
  have h1 : ∑ d, (transfer f d : ℤ) = (Fintype.card ι : ℤ) ^ 2 := by
    exact_mod_cast sum_transfer f
  have h2 : ((allowed f).card : ℤ) = ∑ d, (transfer f d : ℤ) ^ 2 := by
    exact_mod_cast card_allowed f
  have h3 : ∑ _d : G, (Fintype.card ι : ℤ) ^ 4 =
      Fintype.card G * (Fintype.card ι : ℤ) ^ 4 := by simp
  calc _ = (Fintype.card G : ℤ) ^ 2 * ∑ d, (transfer f d : ℤ) ^ 2
        - 2 * Fintype.card G * (Fintype.card ι : ℤ) ^ 2 * ∑ d, (transfer f d : ℤ)
        + Fintype.card G * (Fintype.card ι : ℤ) ^ 4 := by
        rw [← h3, Finset.mul_sum, Finset.mul_sum, ← Finset.sum_sub_distrib,
          ← Finset.sum_add_distrib]
        exact Finset.sum_congr rfl fun d _ => by ring
    _ = _ := by rw [h1, ← h2]; ring
```

A sum of squares vanishes only if every term does. Hence hN = n⁴ holds exactly when h c(d) = n² for every d. `saturation_iff_transfer` reads this off the identity in both directions.

```lean
/-- `h N = n ^ 4` holds exactly when every label transfer occurs for the same number
`n ^ 2 / h` of orbital pairs. -/
theorem saturation_iff_transfer (f : ι → G) :
    Fintype.card G * (allowed f).card = Fintype.card ι ^ 4 ↔
      ∀ d, Fintype.card G * transfer f d = Fintype.card ι ^ 2 := by
  have hpos : 0 < Fintype.card G := Fintype.card_pos_iff.mpr ⟨0⟩
  have hx := storage_excess f
  constructor
  · intro he d
    have he' : (Fintype.card G : ℤ) * (allowed f).card = (Fintype.card ι : ℤ) ^ 4 := by
      exact_mod_cast he
    rw [he', sub_self, mul_zero] at hx
    have h0 := (Finset.sum_eq_zero_iff_of_nonneg (fun _ _ => sq_nonneg _)).1 hx d
      (Finset.mem_univ d)
    have h1 := sub_eq_zero.1 ((pow_eq_zero_iff two_ne_zero).1 h0)
    exact_mod_cast h1
  · intro hd
    rw [Finset.sum_eq_zero fun d _ => by
      have h1 : (Fintype.card G : ℤ) * transfer f d = (Fintype.card ι : ℤ) ^ 2 := by
        exact_mod_cast hd d
      rw [h1, sub_self]
      norm_num] at hx
    rcases mul_eq_zero.1 hx.symm with h | h
    · have h' : Fintype.card G = 0 := by exact_mod_cast h
      omega
    · exact_mod_cast sub_eq_zero.1 h
```

If finiteness is dropped, h can't be replaced by the number of labels in use. Take G = ℤ and two orbitals with labels 0 and 1. The label sums 0, 1 and 2 arise from 1, 2 and 1 ordered pairs, so N = 1 + 4 + 1 = 6. With two labels in use, 2N = 12 is less than n⁴ = 16. In ℤ/3 the same labels also give N = 6, but there h = 3 and hN = 18, as the bound requires.

## Equal populations, needed only for equality

The inequality holds for every labelling. Equal populations, meaning that every label of G is carried by the same number of orbitals, are exactly the condition for equality.

Suppose first that hN = n⁴. Then all transfer counts are equal, and in particular c(d) = c(0) for any shift d. Shifting the summation label leaves Σ_k m(k+d)² equal to Σ_k m(k)² = c(0), so

Σ_k (m(k+d) − m(k))² = 2c(0) − 2c(d) = 0.

Thus m(k+d) = m(k) for every k. Choosing d = g' − g and k = g gives m(g') = m(g).

Conversely, if all populations are equal, the autocorrelation formula gives the same value for every c(d). These h equal numbers add up to n², so h c(d) = n², and equality follows.

The theorem `symmetry_storage_bound` states both parts: the inequality, and the equivalence between equality and equal populations. In its proof, `e1` is the shifted sum, `e2` is c(d) = c(0) written through populations, and `hz` is the vanishing sum of squares. The last branch is the converse.

```lean
/-- For `n` orbitals labelled by an abelian group of order `h`, the number `N` of allowed
amplitudes satisfies `n ^ 4 ≤ h N`, with equality exactly when all labels are equally populated. -/
theorem symmetry_storage_bound (f : ι → G) :
    Fintype.card ι ^ 4 ≤ Fintype.card G * (allowed f).card ∧
    (Fintype.card G * (allowed f).card = Fintype.card ι ^ 4 ↔
      ∀ g g', population f g = population f g') := by
  have hpos : 0 < Fintype.card G := Fintype.card_pos_iff.mpr ⟨0⟩
  refine ⟨?_, (saturation_iff_transfer f).trans ⟨fun h g g' => ?_, fun h d => ?_⟩⟩
  · have hp : (0 : ℤ) < Fintype.card G := by exact_mod_cast hpos
    have hs := Finset.sum_nonneg fun (d : G) (_ : d ∈ Finset.univ) =>
      sq_nonneg ((Fintype.card G : ℤ) * transfer f d - (Fintype.card ι : ℤ) ^ 2)
    rw [storage_excess] at hs
    exact_mod_cast sub_nonneg.1 ((mul_nonneg_iff_of_pos_left hp).1 hs)
  · -- uniform autocorrelation forces the populations to be invariant under every shift
    have hc := Nat.eq_of_mul_eq_mul_left hpos ((h (g' - g)).trans (h 0).symm)
    rw [transfer_eq, transfer_eq] at hc
    simp only [add_zero] at hc
    have e1 : ∑ k, (population f (k + (g' - g)) : ℤ) ^ 2 = ∑ k, (population f k : ℤ) ^ 2 :=
      Equiv.sum_comp (Equiv.addRight (g' - g)) (fun k => (population f k : ℤ) ^ 2)
    have e2 : ∑ k, (population f (k + (g' - g)) : ℤ) * population f k =
        ∑ k, (population f k : ℤ) * population f k := by exact_mod_cast hc
    have hz : ∑ k, ((population f (k + (g' - g)) : ℤ) - population f k) ^ 2 = 0 := by
      calc _ = ∑ k, (population f (k + (g' - g)) : ℤ) ^ 2
            - 2 * ∑ k, (population f (k + (g' - g)) : ℤ) * population f k
            + ∑ k, (population f k : ℤ) ^ 2 := by
            rw [Finset.mul_sum, ← Finset.sum_sub_distrib, ← Finset.sum_add_distrib]
            exact Finset.sum_congr rfl fun k _ => by ring
        _ = 0 := by
            rw [e1, e2]
            simp only [sq]
            ring
    have h0 := (Finset.sum_eq_zero_iff_of_nonneg (fun _ _ => sq_nonneg _)).1 hz g
      (Finset.mem_univ g)
    have h1 := sub_eq_zero.1 ((pow_eq_zero_iff two_ne_zero).1 h0)
    rw [show g + (g' - g) = g' by abel] at h1
    exact_mod_cast h1.symm
  · -- equal populations make all transfer counts equal
    have hc : ∀ e, transfer f e = transfer f d := fun e => by
      rw [transfer_eq, transfer_eq]
      exact Finset.sum_congr rfl fun k _ => by rw [h (k + e) (k + d)]
    rw [← sum_transfer f, Finset.sum_congr rfl fun e _ => hc e, Finset.sum_const,
      Finset.card_univ, smul_eq_mul]
```

For a dense four-index array over one orbital set with the selection rule f(p) + f(q) = f(r) + f(s), abelian symmetry therefore reduces the number of stored elements by at most a factor h, and by less when the labels are unevenly populated. The extreme case is all orbitals in one label: then N = n⁴ and nothing is saved.

## When h does not divide n

Equal populations require n = h m(0), so h must divide n. If it does not, equality is impossible and the bound is strict. `strict_bound_of_not_dvd` argues in this way: it assumes equality, obtains equal populations from the main theorem, and writes n as their sum, which contradicts the hypothesis. Seven orbitals in D2h, for instance, can't reach the full factor of eight.

```lean
/-- If the group order does not divide the number of orbitals, the storage bound is strict. -/
theorem strict_bound_of_not_dvd (f : ι → G) (hn : ¬ Fintype.card G ∣ Fintype.card ι) :
    Fintype.card ι ^ 4 < Fintype.card G * (allowed f).card := by
  obtain ⟨hle, hiff⟩ := symmetry_storage_bound f
  refine lt_of_le_of_ne hle fun he => hn ⟨population f 0, ?_⟩
  have hp := hiff.1 he.symm
  have hsum : Fintype.card ι = ∑ g, population f g := by
    rw [← Finset.card_univ]
    exact Finset.card_eq_sum_card_fiberwise (f := f) (fun _ _ => by simp)
  rw [hsum, Finset.sum_congr rfl fun g _ => hp g 0, Finset.sum_const, Finset.card_univ,
    smul_eq_mul]

end SymmetryStorageBound
```

Without this hypothesis strictness can fail, as the smallest nontrivial group shows. For h = 2 and two orbitals with different labels, each of the two label sums arises from two ordered pairs, so N = 4 + 4 = 8 and hN = 16 = n⁴. Divisibility alone does not secure equality, though: if both orbitals carry the same label, N = 16 and hN = 32. With a single orbital, h does not divide n, and indeed N = 1 gives hN = 2 > 1.

```lean
#print axioms SymmetryStorageBound.symmetry_storage_bound
#print axioms SymmetryStorageBound.strict_bound_of_not_dvd
```

```
'SymmetryStorageBound.symmetry_storage_bound' depends on axioms: [propext, Classical.choice, Quot.sound]
'SymmetryStorageBound.strict_bound_of_not_dvd' depends on axioms: [propext, Classical.choice, Quot.sound]
```
